# The overlap product of N equally spaced spinors on a cone and its limit exp(iπ(1 − cos θ))

## Spinors, overlaps and the closed chain

The spin-1/2 state pointing along polar angle $\theta$ and azimuth $\varphi$ is written

$$u(\theta,\varphi)=\begin{pmatrix}\cos(\theta/2)\\ e^{i\varphi}\sin(\theta/2)\end{pmatrix}.$$

It is normalised, and it returns to itself when $\varphi$ increases by $2\pi$. The inner product $\langle u|v\rangle$ is conjugate-linear in its first argument. For $N\ge 1$, the $N$ states on the cone are $u_j=u(\theta,2\pi j/N)$ with $j=0,\dots,N-1$, and their cyclic overlap product is

$$P_N=\prod_{j=0}^{N-1}\langle u_j|u_{(j+1)\bmod N}\rangle .$$

The last factor is $\langle u_{N-1}|u_0\rangle$, which closes the loop. The claim is that, for every real $\theta$,

$$P_N=\left(\cos^2\tfrac\theta2+e^{2\pi i/N}\sin^2\tfrac\theta2\right)^N\;\longrightarrow\; e^{i\pi(1-\cos\theta)}\qquad(N\to\infty).$$

With the common convention that the discrete Berry phase is $-\arg P_N$, the limit is $-\pi(1-\cos\theta)$ modulo $2\pi$, which is minus half the solid angle of the cone. This is a statement about a prescribed list of two-component states: no Hamiltonian or adiabatic evolution enters.

## From one link to the limiting phase

Write $c=\cos(\theta/2)$ and $s=\sin(\theta/2)$. Conjugating the first vector gives

$$\langle u(\theta,\varphi)|u(\theta,\varphi')\rangle=c^2+e^{i(\varphi'-\varphi)}s^2 ,$$

so only the difference $\alpha=\varphi'-\varphi$ matters. Its squared modulus is

$$c^4+s^4+2c^2s^2\cos\alpha=(c^2+s^2)^2-2c^2s^2(1-\cos\alpha)=1-\sin^2\theta\,\sin^2\tfrac\alpha2 ,$$

where $1-\cos\alpha=2\sin^2(\alpha/2)$ and $\sin\theta=2sc$.

For $j<N-1$ the azimuth difference along the chain is $2\pi/N$. For $j=N-1$ the next state is $u_0$, which equals the spinor at azimuth $2\pi$, so the difference may again be taken as $2\pi/N$. All $N$ links are therefore equal, and $P_N$ is the $N$-th power of one link. Taking squared moduli gives $|P_N|^2=(1-\sin^2\theta\,\sin^2(\pi/N))^N$.

Equal spacing matters here. Two equatorial states at azimuths $0$ and $\pi/2$ have cyclic product $|\langle u_0|u_1\rangle|^2=1/2$, whereas the closed formula for $N=2$ and $\theta=\pi/2$ gives $0$.

For the limit, use $c^2=1-s^2$ to write each link as $1+w_N$ with $w_N=s^2(e^{2\pi i/N}-1)$. The derivative of $t\mapsto e^{iat}$ at $t=0$ is $ia$; sampling the difference quotient at $t=1/N$ gives $N(e^{ia/N}-1)\to ia$. With $a=2\pi$, this means $Nw_N\to 2\pi i s^2$. Since $w_N\to0$ and $\log(1+w_N)=w_N+O(w_N^2)$, we have $N\log(1+w_N)\to2\pi i s^2$, and hence

$$P_N=(1+w_N)^N\to e^{2\pi i s^2}=e^{i\pi(1-\cos\theta)},$$

because $2s^2=1-\cos\theta$.

On the equator $c^2=s^2=1/2$, and a link is $\tfrac12(1+e^{2\pi i/N})=e^{i\pi/N}\cos(\pi/N)$. Its $N$-th power is $-\cos^N(\pi/N)$. The phase is thus exactly $\pi$ for every $N\ge3$. At $N=2$ the product vanishes and has no phase; at $N=1$ it is $1$.

## Overlap products in a numerical calculation

One common way to compute a Berry phase numerically, for a nondegenerate eigenstate of a Hamiltonian taken round a closed loop of parameters, is to form the same kind of product from eigenvectors at mesh points on the loop. The formulas here cover only a two-component state on a circle of latitude. Each eigenvector comes from the diagonaliser with an arbitrary phase factor. In the product every state occurs once as a bra and once as a ket, so these factors cancel, provided that the last link uses the stored $u_0$ and not a freshly diagonalised copy. If the product is nonzero, minus its argument is the discrete Berry phase modulo $2\pi$, which approximates the Berry phase of the continuous loop when the mesh is fine enough. For the cone states the modulus tends to $1$ as the mesh is refined: for large $N$, expanding the formula above gives $|P_N|^2\approx1-\pi^2\sin^2\theta/N$. A modulus near $1$ does not by itself show that the mesh is fine, since $P_1=1$ for every $\theta$.

## The states and the product in Lean

The file works over Mathlib, with notation for limits and for the dot product opened at the start.

```lean
import Mathlib

open Filter Topology Matrix

namespace DiscreteBerryPhase

noncomputable section
```

A state is a function `Fin 2 → ℂ`, that is, a vector in $\mathbb C^2$. The angles are arbitrary real numbers, with no restriction to $0\le\theta\le\pi$.

```lean
/-- The spin-1/2 state with polar angle `θ` and azimuth `φ`. -/
def spinor (θ φ : ℝ) : Fin 2 → ℂ :=
  ![(Real.cos (θ / 2) : ℂ), Complex.exp (φ * Complex.I) * (Real.sin (θ / 2) : ℂ)]
```

The chain is indexed by natural numbers, and `coneSpinor N θ j` is $u_j$.

```lean
/-- The `j`-th of `N` equally spaced spinors on the cone of polar angle `θ`, for `N ≥ 1`. -/
def coneSpinor (N : ℕ) (θ : ℝ) (j : ℕ) : Fin 2 → ℂ :=
  spinor θ (2 * Real.pi * j / N)
```

In `cyclicOverlap`, the expression `star (u j) ⬝ᵥ u ((j + 1) % N)` is $\langle u_j|u_{(j+1)\bmod N}\rangle$, and `Finset.range N` runs over $0,\dots,N-1$. The definition accepts any sequence of two-component vectors, normalised or not; the cone spinors are normalised.

```lean
/-- The product of the inner products of neighbouring vectors around the closed chain formed by the
first `N` vectors of the sequence `u`. -/
def cyclicOverlap (N : ℕ) (u : ℕ → Fin 2 → ℂ) : ℂ :=
  ∏ j ∈ Finset.range N, star (u j) ⬝ᵥ u ((j + 1) % N)
```

## A single link and its modulus

The first theorem is the overlap formula. In its proof, `h` conjugates the phase factor, and `h2` splits $e^{i(\varphi'-\varphi)}$ into $e^{-i\varphi}e^{i\varphi'}$. Expanding the two-term dot product then leaves an algebraic identity for `ring`.

```lean
/-- The overlap of two spinors on the same cone is `cos(θ / 2) ^ 2 + exp(i (φ' - φ)) * sin(θ / 2) ^
2`. -/
theorem spinor_overlap (θ φ φ' : ℝ) :
    star (spinor θ φ) ⬝ᵥ spinor θ φ' =
      (Real.cos (θ / 2) : ℂ) ^ 2 +
        Complex.exp ((φ' - φ : ℝ) * Complex.I) * (Real.sin (θ / 2) : ℂ) ^ 2 := by
  have h : (starRingEnd ℂ) (Complex.exp (φ * Complex.I)) =
      Complex.exp (-(φ * Complex.I)) := by
    rw [← Complex.exp_conj]
    simp
  have h2 : Complex.exp ((φ' - φ : ℝ) * Complex.I) =
      Complex.exp (-(φ * Complex.I)) * Complex.exp (φ' * Complex.I) := by
    rw [← Complex.exp_add]
    congr 1
    push_cast
    ring
  rw [h2]
  simp only [dotProduct, Fin.sum_univ_two, spinor, Pi.star_apply, Matrix.cons_val_zero,
    Matrix.cons_val_one, Complex.star_def, map_mul, Complex.conj_ofReal, h]
  ring
```

The squared modulus is computed from real and imaginary parts, which `hz` separates. The facts `hθ` and `hα` are the double-angle formulas for $\sin\theta$ and $\cos\alpha$. After `hθ` has been substituted, the final `linear_combination` combines `hα` with $\sin^2+\cos^2=1$ for the angles $\alpha$ and $\theta/2$, as in the calculation by hand.

```lean
/-- The squared modulus of the overlap of two spinors on the same cone. -/
theorem spinor_overlap_norm_sq (θ φ φ' : ℝ) :
    ‖star (spinor θ φ) ⬝ᵥ spinor θ φ'‖ ^ 2 =
      1 - Real.sin θ ^ 2 * Real.sin ((φ' - φ) / 2) ^ 2 := by
  rw [spinor_overlap]
  generalize φ' - φ = α
  -- separate real and imaginary parts
  have hz : (Real.cos (θ / 2) : ℂ) ^ 2 +
      Complex.exp (α * Complex.I) * (Real.sin (θ / 2) : ℂ) ^ 2 =
      ((Real.cos (θ / 2) ^ 2 + Real.cos α * Real.sin (θ / 2) ^ 2 : ℝ) : ℂ) +
        ((Real.sin α * Real.sin (θ / 2) ^ 2 : ℝ) : ℂ) * Complex.I := by
    rw [Complex.exp_mul_I]
    push_cast
    ring
  rw [hz, Complex.sq_norm, Complex.normSq_add_mul_I]
  have hθ : Real.sin θ = 2 * Real.sin (θ / 2) * Real.cos (θ / 2) := by
    rw [← Real.sin_two_mul]
    congr 1
    ring
  have hα : Real.cos α = 1 - 2 * Real.sin (α / 2) ^ 2 := by
    have h1 := Real.cos_two_mul (α / 2)
    rw [show 2 * (α / 2) = α by ring] at h1
    linear_combination h1 + 2 * Real.sin_sq_add_cos_sq (α / 2)
  rw [hθ]
  linear_combination Real.sin (θ / 2) ^ 4 * Real.sin_sq_add_cos_sq α +
    (Real.cos (θ / 2) ^ 2 + Real.sin (θ / 2) ^ 2 + 1) * Real.sin_sq_add_cos_sq (θ / 2) +
    2 * Real.cos (θ / 2) ^ 2 * Real.sin (θ / 2) ^ 2 * hα
```

## Equal links give an N-th power

The theorem `cyclicOverlap_cone` is the closed formula. The step `hlink` states that every link has the same value. Within it, `hnext` replaces the state at index `(j + 1) % N` by the one at `j + 1`: either `j + 1 < N` and the remainder changes nothing, or `j + 1 = N` and the spinor has made a full turn. The step `hstep` computes the azimuth difference $2\pi/N$, and a product of $N$ equal factors becomes a power.

```lean
/-- The cyclic overlap product of `N` equally spaced spinors on a cone is the `N`-th power
of a single link. -/
theorem cyclicOverlap_cone (N : ℕ) (θ : ℝ) :
    cyclicOverlap N (coneSpinor N θ) =
      ((Real.cos (θ / 2) : ℂ) ^ 2 +
        Complex.exp ((2 * Real.pi / N : ℝ) * Complex.I) * (Real.sin (θ / 2) : ℂ) ^ 2) ^ N := by
  have hlink : ∀ j ∈ Finset.range N,
      star (coneSpinor N θ j) ⬝ᵥ coneSpinor N θ ((j + 1) % N) =
      (Real.cos (θ / 2) : ℂ) ^ 2 +
        Complex.exp ((2 * Real.pi / N : ℝ) * Complex.I) * (Real.sin (θ / 2) : ℂ) ^ 2 := by
    intro j hj
    have hjN : j < N := Finset.mem_range.mp hj
    -- the spinor is single-valued, so the closing link looks like all the others
    have hnext : coneSpinor N θ ((j + 1) % N) = coneSpinor N θ (j + 1) := by
      rcases Nat.lt_or_ge (j + 1) N with h | h
      · rw [Nat.mod_eq_of_lt h]
      · have hN : j + 1 = N := by omega
        have hN0 : (N : ℝ) ≠ 0 := Nat.cast_ne_zero.mpr (by omega)
        have hturn : 2 * Real.pi * (N : ℝ) / N = 2 * Real.pi := by field_simp
        rw [hN, Nat.mod_self]
        unfold coneSpinor spinor
        rw [hturn]
        simp [Complex.exp_two_pi_mul_I]
    have hstep : 2 * Real.pi * ((j + 1 : ℕ) : ℝ) / N - 2 * Real.pi * (j : ℝ) / N =
        2 * Real.pi / N := by
      push_cast
      ring
    rw [hnext]
    unfold coneSpinor
    rw [spinor_overlap, hstep]
  unfold cyclicOverlap
  rw [Finset.prod_congr rfl hlink, Finset.prod_const, Finset.card_range]
```

The squared modulus of the product follows by applying the one-link result to azimuths $0$ and $2\pi/N$ and exchanging the exponents $2$ and $N$.

```lean
/-- The squared modulus of the cyclic overlap product of `N` equally spaced spinors on a cone. -/
theorem cyclicOverlap_cone_norm_sq (N : ℕ) (θ : ℝ) :
    ‖cyclicOverlap N (coneSpinor N θ)‖ ^ 2 =
      (1 - Real.sin θ ^ 2 * Real.sin (Real.pi / N) ^ 2) ^ N := by
  have h := spinor_overlap_norm_sq θ 0 (2 * Real.pi / N)
  rw [spinor_overlap, sub_zero,
    show 2 * Real.pi / (N : ℝ) / 2 = Real.pi / N by ring] at h
  rw [cyclicOverlap_cone, norm_pow, ← pow_mul, mul_comm N 2, pow_mul, h]
```

## The limit of many steps

The next theorem says that $N(e^{ia/N}-1)\to ia$ for real $a$. In Lean, `Tendsto` with `atTop` and `𝓝` expresses convergence as $N\to\infty$. The derivative of the exponential at zero is `hd`; `hs` restates it, along the real axis, as the limit of a difference quotient. The step `ht` shows that $1/N$ tends to zero through nonzero values, so the quotient may be sampled there.

```lean
/-- `N` times the deviation from one of a phase factor with angle `a / N` tends to `i a`. -/
theorem tendsto_small_phase (a : ℝ) :
    Tendsto (fun N : ℕ => (N : ℂ) * (Complex.exp ((a / N : ℝ) * Complex.I) - 1))
      atTop (𝓝 (a * Complex.I)) := by
  have hd : HasDerivAt (fun z : ℂ => Complex.exp (z * (a * Complex.I)))
      (a * Complex.I) ((0 : ℝ) : ℂ) := by
    have h := ((hasDerivAt_id' ((0 : ℝ) : ℂ)).mul_const ((a : ℂ) * Complex.I)).cexp
    refine h.congr_deriv ?_
    simp
  have hs := hasDerivAt_iff_tendsto_slope_zero.mp hd.comp_ofReal
  -- sample the difference quotient at the step 1 / N
  have ht : Tendsto (fun N : ℕ => ((N : ℝ))⁻¹) atTop (𝓝[≠] 0) := by
    refine tendsto_nhdsWithin_iff.mpr
      ⟨tendsto_inv_atTop_zero.comp tendsto_natCast_atTop_atTop, ?_⟩
    filter_upwards [eventually_gt_atTop 0] with N hN
    exact inv_ne_zero (Nat.cast_ne_zero.mpr (by omega))
  refine (hs.comp ht).congr fun N => ?_
  have e : (((N : ℝ)⁻¹ : ℝ) : ℂ) * (a * Complex.I) = ((a / N : ℝ) : ℂ) * Complex.I := by
    push_cast
    ring
  simp only [Function.comp_apply, zero_add, inv_inv, Complex.real_smul, Complex.ofReal_zero,
    zero_mul, Complex.exp_zero, Complex.ofReal_natCast, e]
```

The main limit theorem concerns the complex number $P_N$ itself, so it gives convergence of the modulus to $1$ as well as the limiting phase factor. It determines the limiting phase only modulo $2\pi$.

The proof writes each link as $1+w_N$ in `hfun`, and `hhalf` supplies $\pi(1-\cos\theta)=2\pi\sin^2(\theta/2)$. The Mathlib lemma `Complex.tendsto_one_add_pow_exp_of_tendsto` takes the place of the logarithm argument: it turns the limit of $Nw_N$ into the limit of $(1+w_N)^N$. The limit of $Nw_N$ comes from `tendsto_small_phase` with $a=2\pi$, multiplied by $\sin^2(\theta/2)$.

```lean
/-- As the number of equally spaced spinors on the cone grows, their cyclic overlap product tends to
the phase factor `exp(i π (1 - cos θ))`. -/
theorem tendsto_cyclicOverlap_cone (θ : ℝ) :
    Tendsto (fun N : ℕ => cyclicOverlap N (coneSpinor N θ)) atTop
      (𝓝 (Complex.exp ((Real.pi * (1 - Real.cos θ) : ℝ) * Complex.I))) := by
  have hcs : (Real.sin (θ / 2) : ℂ) ^ 2 + (Real.cos (θ / 2) : ℂ) ^ 2 = 1 := by
    exact_mod_cast Real.sin_sq_add_cos_sq (θ / 2)
  -- each link is one plus a term of order 1 / N
  have hfun : (fun N : ℕ => cyclicOverlap N (coneSpinor N θ)) = fun N : ℕ =>
      (1 + (Real.sin (θ / 2) : ℂ) ^ 2 *
        (Complex.exp ((2 * Real.pi / N : ℝ) * Complex.I) - 1)) ^ N := by
    funext N
    rw [cyclicOverlap_cone]
    congr 1
    linear_combination hcs
  have hhalf : Real.pi * (1 - Real.cos θ) = Real.sin (θ / 2) ^ 2 * (2 * Real.pi) := by
    have h1 := Real.cos_two_mul (θ / 2)
    rw [show 2 * (θ / 2) = θ by ring] at h1
    linear_combination (-Real.pi) * h1 - 2 * Real.pi * Real.sin_sq_add_cos_sq (θ / 2)
  have hlim : ((Real.pi * (1 - Real.cos θ) : ℝ) : ℂ) * Complex.I =
      (Real.sin (θ / 2) : ℂ) ^ 2 * (((2 * Real.pi : ℝ) : ℂ) * Complex.I) := by
    rw [hhalf, Complex.ofReal_mul, Complex.ofReal_pow]
    ring
  rw [hfun, hlim]
  apply Complex.tendsto_one_add_pow_exp_of_tendsto
  refine ((tendsto_small_phase (2 * Real.pi)).const_mul
    ((Real.sin (θ / 2) : ℂ) ^ 2)).congr fun N => ?_
  ring
```

## The exact product on the equator

For $\theta=\pi/2$ the file proves $P_N=-\cos^N(\pi/N)$ under the hypothesis `1 ≤ N`. Without it the statement is false: at $N=0$ the empty product is $1$, while the right-hand side is $-1$.

The steps `hc'` and `hs'` put both squared amplitudes equal to $1/2$. Then `hlink` factors a link into $e^{i\pi/N}\cos(\pi/N)$, and `hphase` evaluates $(e^{i\pi/N})^N=-1$, which is where the hypothesis on $N$ is used.

```lean
/-- On the equator the cyclic overlap product of `N ≥ 1` equally spaced spinors is exactly `-cos(π /
N) ^ N`. -/
theorem cyclicOverlap_equator (N : ℕ) (hN : 1 ≤ N) :
    cyclicOverlap N (coneSpinor N (Real.pi / 2)) = -(Real.cos (Real.pi / N) : ℂ) ^ N := by
  have hc : Real.cos (Real.pi / 2 / 2) ^ 2 = 1 / 2 := by
    rw [Real.cos_sq, show 2 * (Real.pi / 2 / 2) = Real.pi / 2 by ring, Real.cos_pi_div_two]
    norm_num
  have hs : Real.sin (Real.pi / 2 / 2) ^ 2 = 1 / 2 := by
    linear_combination Real.sin_sq_add_cos_sq (Real.pi / 2 / 2) - hc
  have hc' : (Real.cos (Real.pi / 2 / 2) : ℂ) ^ 2 = 1 / 2 := by
    rw [← Complex.ofReal_pow, hc]
    norm_num
  have hs' : (Real.sin (Real.pi / 2 / 2) : ℂ) ^ 2 = 1 / 2 := by
    rw [← Complex.ofReal_pow, hs]
    norm_num
  have hdouble : Complex.exp ((2 * Real.pi / N : ℝ) * Complex.I) =
      Complex.exp ((Real.pi / N : ℝ) * Complex.I) ^ 2 := by
    rw [← Complex.exp_nat_mul]
    congr 1
    push_cast
    ring
  have hE : Complex.exp ((Real.pi / N : ℝ) * Complex.I) =
      (Real.cos (Real.pi / N) : ℂ) + (Real.sin (Real.pi / N) : ℂ) * Complex.I := by
    rw [Complex.exp_mul_I, Complex.ofReal_cos, Complex.ofReal_sin]
  have hsc : (Real.sin (Real.pi / N) : ℂ) ^ 2 + (Real.cos (Real.pi / N) : ℂ) ^ 2 = 1 := by
    exact_mod_cast Real.sin_sq_add_cos_sq (Real.pi / N)
  -- a link is a half-step phase times a real number
  have hlink : (1 / 2 : ℂ) + Complex.exp ((Real.pi / N : ℝ) * Complex.I) ^ 2 * (1 / 2) =
      Complex.exp ((Real.pi / N : ℝ) * Complex.I) * (Real.cos (Real.pi / N) : ℂ) := by
    rw [hE]
    linear_combination (-1 / 2 : ℂ) * hsc +
      (Real.sin (Real.pi / N) : ℂ) ^ 2 / 2 * Complex.I_sq
  have hphase : Complex.exp ((Real.pi / N : ℝ) * Complex.I) ^ N = -1 := by
    have hN0 : (N : ℂ) ≠ 0 := Nat.cast_ne_zero.mpr (by omega)
    rw [← Complex.exp_nat_mul, ← Complex.exp_pi_mul_I]
    congr 1
    push_cast
    field_simp
  rw [cyclicOverlap_cone, hc', hs', hdouble, hlink, mul_pow, hphase]
  ring

end

end DiscreteBerryPhase
```

```lean
#print axioms DiscreteBerryPhase.cyclicOverlap_cone_norm_sq
#print axioms DiscreteBerryPhase.tendsto_cyclicOverlap_cone
#print axioms DiscreteBerryPhase.cyclicOverlap_equator
```

```
'DiscreteBerryPhase.cyclicOverlap_cone_norm_sq' depends on axioms: [propext, Classical.choice, Quot.sound]
'DiscreteBerryPhase.tendsto_cyclicOverlap_cone' depends on axioms: [propext, Classical.choice, Quot.sound]
'DiscreteBerryPhase.cyclicOverlap_equator' depends on axioms: [propext, Classical.choice, Quot.sound]
```
